# Ultrasoft pseudopotentials: the energy is stationary at an eigenstate, while the force generally has a linear error

A relaxation or molecular dynamics step can start from forces that are much less accurate than the energy printed beside them. This happens when an iterative eigensolver is stopped because the energy has settled, on the assumption that the forces have settled equally well. A wavefunction error of relative size \(10^{-3}\) typically shifts the band energy by something of order \(10^{-6}\) and the force by something of order \(10^{-3}\), each in its natural units.

## Zero slope for the energy, \(2\,\mathrm{Re}\langle d,Fv\rangle\) for the force

With ultrasoft pseudopotentials, a band state \(v\) solves \(Hv=eSv\), where \(H\) is the Hamiltonian, \(S\) the overlap operator and \(e\) the band energy. The normalization \(\langle v,Sv\rangle=1\) says that the smooth wavefunction and its augmentation charge together hold one electron.

Let the computed state be \(v+td\), with \(t\) real and \(\langle d,Sv\rangle=0\). The vector \(d\) is the direction of the error and \(t\) its size. An error component along \(v\) can be removed by rescaling the whole state, which the normalized expectation value

\[
\langle A\rangle_x=\frac{\mathrm{Re}\langle x,Ax\rangle}{\mathrm{Re}\langle x,Sx\rangle}
\]

does not see. Let \(F\) be an operator whose expectation value is a force, such as minus the derivative of \(H\) with respect to an atomic coordinate when \(S\) does not depend on that coordinate. For Hermitian \(H\), \(S\) and \(F\),

\[
\frac{d}{dt}\langle H\rangle_{v+td}\Big|_{t=0}=0,\qquad
\frac{d}{dt}\langle F\rangle_{v+td}\Big|_{t=0}=2\,\mathrm{Re}\langle d,Fv\rangle .
\]

The ultrasoft force also contains the derivative of the overlap. With \(H'\) and \(S'\) the derivatives with respect to an atomic coordinate, and \(E=\langle H\rangle_x\) taken from the same trial state \(x\), it is \(-(\langle H'\rangle_x-E\langle S'\rangle_x)\). Its slope at \(t=0\) is \(-2\,\mathrm{Re}\langle d,(H'-eS')v\rangle\).

## The linear term in a nonlocal force routine

Take projectors \(\beta_i\) on the moving atom, their derivatives \(\partial\beta_i\) with respect to the atomic coordinate, coefficients \(D_{ij}\) held fixed, and augmentation charges \(q_{ij}\), both real and symmetric. For one band \(\psi\) with \(\langle\psi,S\psi\rangle=1\), the code forms the products \(\langle\beta_j,\psi\rangle\) and \(\langle\partial\beta_i,\psi\rangle\) and accumulates

\[
-2\,\mathrm{Re}\sum_{ij}(D_{ij}-E\,q_{ij})\,\langle\psi,\partial\beta_i\rangle\langle\beta_j,\psi\rangle .
\]

This is the part of the force that comes from the moving projectors. The change of \(D_{ij}\) as the augmentation charge moves through the potential gives a separate term. If the eigensolver returns \(v+td\) up to normalization, both products carry an error proportional to \(t\), and these errors generally survive in the sum. The factor \(E\) contributes no linear error, because it is the energy quotient of the same state.

A two-level example gives numbers:

\[
H=\begin{pmatrix}3&1\\1&1\end{pmatrix},\quad
S=\begin{pmatrix}2&1\\1&1\end{pmatrix},\quad
F=\begin{pmatrix}0&1\\1&0\end{pmatrix},\quad
v=\begin{pmatrix}1\\-1\end{pmatrix},\quad
d=\begin{pmatrix}0\\1\end{pmatrix},\quad e=2 .
\]

Here \(\langle H\rangle_{v+td}-e=-t^2/(1+t^2)\) and \(\langle F\rangle_{v+td}=(2t-2)/(1+t^2)\). At \(t=0.01\) the energy is off by about \(-0.0001\), and the expectation value of \(F\) by about \(0.02\). The energy error is negative because \(v\) is the upper of the two levels, whose energies are 1 and 2.

## Expansion along the line \(v+td\)

Write \(\langle x,Ay\rangle=x^\dagger Ay\). For Hermitian \(A\), exchanging the two states conjugates the matrix element, so \(\langle v,Ad\rangle\) and \(\langle d,Av\rangle\) have the same real part. Hence

\[
\mathrm{Re}\langle v+td,A(v+td)\rangle
=\mathrm{Re}\langle v,Av\rangle+2t\,\mathrm{Re}\langle d,Av\rangle+t^2\,\mathrm{Re}\langle d,Ad\rangle .
\]

For \(A=S\) this is \(1+t^2\langle d,Sd\rangle\), which has value 1 and slope 0 at \(t=0\). The quotient rule then gives

\[
\frac{d}{dt}\langle A\rangle_{v+td}\Big|_{t=0}
=\frac{2\,\mathrm{Re}\langle d,Av\rangle\cdot 1-\mathrm{Re}\langle v,Av\rangle\cdot 0}{1^2}
=2\,\mathrm{Re}\langle d,Av\rangle .
\]

For \(A=H\), the eigenvalue equation gives \(\langle d,Hv\rangle=e\langle d,Sv\rangle=0\). For \(A=F\) there is no such equation, and the slope remains.

**Energy error at finite \(t\).** Since \(\langle v,Hv\rangle=e\), and \(S\) is now taken to be positive definite,

\[
\langle H\rangle_{v+td}-e
=\frac{e+t^2\langle d,Hd\rangle}{1+t^2\langle d,Sd\rangle}-e
=\frac{t^2\left(\langle d,Hd\rangle-e\langle d,Sd\rangle\right)}{1+t^2\langle d,Sd\rangle}.
\]

**Ultrasoft force.** The product rule applied to \(-(\langle H'\rangle-E\langle S'\rangle)\) gives

\[
-\left(2\,\mathrm{Re}\langle d,H'v\rangle-0\cdot\langle S'\rangle_v-e\cdot2\,\mathrm{Re}\langle d,S'v\rangle\right).
\]

**When the linear error is absent.** Put \(f=\langle v,Fv\rangle\) and \(w=Fv-fSv\). Then \(v^\dagger w=f-f=0\). Choose \(d=w-\langle v,Sw\rangle v\). It is \(S\)-orthogonal to \(v\), because \(\langle d,Sv\rangle=\langle w,Sv\rangle-\overline{\langle v,Sw\rangle}=0\). Therefore

\[
\langle d,Fv\rangle=d^\dagger w+f\langle d,Sv\rangle=d^\dagger w
=w^\dagger w-\overline{\langle v,Sw\rangle}\,v^\dagger w=w^\dagger w .
\]

If the slope vanishes for every \(S\)-orthogonal error, it vanishes for this one, so \(w=0\) and \(Fv=fSv\). Conversely, \(Fv=fSv\) gives \(\langle d,Fv\rangle=f\langle d,Sv\rangle=0\). The linear error is thus absent in all these directions exactly when \(v\) solves the generalized eigenvalue equation for \(F\) as well.

## The derivation in Lean

`bracket_conj` is the exchange rule and `bracket_line` the quadratic expansion. In `expect_hasDerivAt`, the local fact `hq` differentiates a quadratic at zero, `fun_div` is the quotient rule, and `simp` inserts the normalization and the orthogonality. `bracket_of_pencil` turns \(\langle x,Hv\rangle\) into \(e\langle x,Sv\rangle\), which makes the energy slope zero in `energy_stationary_force_first_order`.

In `energy_error`, positive definiteness keeps the denominator away from zero before the fractions are combined. `first_order_error_vanishes_iff` builds the same \(w\) and \(d\) as above and compares two values of one derivative through `unique`. `ultrasoftForce_hasDerivAt` combines the earlier slopes by the product rule. `two_level_witness` checks that the example meets the hypotheses and that \(\langle d,Fv\rangle=1\).

```lean
import Mathlib

open Matrix

namespace UltrasoftForceError

noncomputable section

variable {n : Type*} [Fintype n]

/-- The matrix element `⟨x, A y⟩` of an operator between two states. -/
def bracket (A : Matrix n n ℂ) (x y : n → ℂ) : ℂ := star x ⬝ᵥ (A *ᵥ y)

/-- The normalized expectation value `Re⟨x, A x⟩ / Re⟨x, S x⟩` with overlap matrix `S`,
for states with `Re⟨x, S x⟩ ≠ 0`. -/
def expect (A S : Matrix n n ℂ) (x : n → ℂ) : ℝ :=
  (bracket A x x).re / (bracket S x x).re

/-- The ultrasoft force `-(⟨H'⟩ - E ⟨S'⟩)` computed from a trial state `x` with
`Re⟨x, S x⟩ ≠ 0`, where `E` is the energy expectation value of the same state. -/
def ultrasoftForce (H S dH dS : Matrix n n ℂ) (x : n → ℂ) : ℝ :=
  -(expect dH S x - expect H S x * expect dS S x)

/-- Exchanging the two states conjugates the matrix element of a Hermitian operator. -/
theorem bracket_conj {A : Matrix n n ℂ} (hA : A.IsHermitian) (x y : n → ℂ) :
    star (bracket A x y) = bracket A y x := by
  unfold bracket
  rw [← Matrix.star_dotProduct, Matrix.star_mulVec, hA.eq, ← Matrix.dotProduct_mulVec]

/-- If `A v = a S v`, then every matrix element `⟨x, A v⟩` equals `a ⟨x, S v⟩`. -/
theorem bracket_of_pencil {A S : Matrix n n ℂ} {v : n → ℂ} {a : ℂ}
    (h : A *ᵥ v = a • (S *ᵥ v)) (x : n → ℂ) : bracket A x v = a * bracket S x v := by
  change star x ⬝ᵥ (A *ᵥ v) = a * (star x ⬝ᵥ (S *ᵥ v))
  rw [h, dotProduct_smul, smul_eq_mul]

/-- The quadratic form of a Hermitian operator along the line of trial states `v + t d`. -/
theorem bracket_line {A : Matrix n n ℂ} (hA : A.IsHermitian) (v d : n → ℂ) (t : ℝ) :
    (bracket A (v + (t : ℂ) • d) (v + (t : ℂ) • d)).re =
      (bracket A v v).re + 2 * t * (bracket A d v).re + t ^ 2 * (bracket A d d).re := by
  have hx : bracket A (v + (t : ℂ) • d) (v + (t : ℂ) • d) =
      bracket A v v + (t : ℂ) * (bracket A v d + bracket A d v)
        + (t : ℂ) * ((t : ℂ) * bracket A d d) := by
    simp only [bracket, star_add, star_smul, Matrix.mulVec_add, Matrix.mulVec_smul,
      add_dotProduct, dotProduct_add, smul_dotProduct, dotProduct_smul, smul_eq_mul,
      Complex.star_def, Complex.conj_ofReal]
    ring
  -- the two cross terms have the same real part
  have hc : (bracket A v d).re = (bracket A d v).re := by
    rw [← bracket_conj hA d v, Complex.star_def, Complex.conj_re]
  rw [hx]
  simp only [Complex.add_re, Complex.re_ofReal_mul, hc]
  ring

/-- For Hermitian `A` and `S`, a normalized state `v` and an `S`-orthogonal error `d`, the
expectation value of `A` along `v + t d` has slope `2 Re⟨d, A v⟩` at `t = 0`. -/
theorem expect_hasDerivAt {A S : Matrix n n ℂ} (hA : A.IsHermitian) (hS : S.IsHermitian)
    {v d : n → ℂ} (hn : bracket S v v = 1) (hd : bracket S d v = 0) :
    HasDerivAt (fun t : ℝ => expect A S (v + (t : ℂ) • d)) (2 * (bracket A d v).re) 0 := by
  have hq (a b c : ℝ) : HasDerivAt (fun t : ℝ => a + 2 * t * b + t ^ 2 * c) (2 * b) 0 := by
    have h1 := ((hasDerivAt_id' (0 : ℝ)).const_mul 2).mul_const b
    have h2 := ((hasDerivAt_id' (0 : ℝ)).fun_pow 2).mul_const c
    exact ((h1.const_add a).fun_add h2).congr_deriv (by simp)
  have hfun : (fun t : ℝ => expect A S (v + (t : ℂ) • d)) = fun t : ℝ =>
      ((bracket A v v).re + 2 * t * (bracket A d v).re + t ^ 2 * (bracket A d d).re) /
      ((bracket S v v).re + 2 * t * (bracket S d v).re + t ^ 2 * (bracket S d d).re) := by
    funext t
    rw [expect, bracket_line hA, bracket_line hS]
  rw [hfun]
  exact ((hq _ _ _).fun_div (hq _ _ _) (by simp [hn])).congr_deriv (by simp [hn, hd])

/-- Let `H`, `F`, `S` be Hermitian, `H v = e S v` with `⟨v, S v⟩ = 1`, and `⟨d, S v⟩ = 0`.
Along `v + t d` the energy is stationary at `t = 0`, while the expectation value of `F`
has slope `2 Re⟨d, F v⟩`. -/
theorem energy_stationary_force_first_order {H F S : Matrix n n ℂ} (hH : H.IsHermitian)
    (hF : F.IsHermitian) (hS : S.IsHermitian) {v d : n → ℂ} {e : ℝ}
    (hv : H *ᵥ v = (e : ℂ) • (S *ᵥ v)) (hn : bracket S v v = 1) (hd : bracket S d v = 0) :
    HasDerivAt (fun t : ℝ => expect H S (v + (t : ℂ) • d)) 0 0 ∧
    HasDerivAt (fun t : ℝ => expect F S (v + (t : ℂ) • d)) (2 * (bracket F d v).re) 0 :=
  ⟨(expect_hasDerivAt hH hS hn hd).congr_deriv (by simp [bracket_of_pencil hv, hd]),
    expect_hasDerivAt hF hS hn hd⟩

/-- For Hermitian `H`, positive definite `S`, a normalized solution `v` of `H v = e S v` and
an `S`-orthogonal error `d`, this is the energy error of `v + t d` at every real `t`. -/
theorem energy_error {H S : Matrix n n ℂ} (hH : H.IsHermitian) (hS : S.IsHermitian)
    (hpos : ∀ x : n → ℂ, x ≠ 0 → 0 < (bracket S x x).re) {v d : n → ℂ} {e : ℝ}
    (hv : H *ᵥ v = (e : ℂ) • (S *ᵥ v)) (hn : bracket S v v = 1) (hd : bracket S d v = 0)
    (t : ℝ) :
    expect H S (v + (t : ℂ) • d) - e =
      t ^ 2 * ((bracket H d d).re - e * (bracket S d d).re) /
        (1 + t ^ 2 * (bracket S d d).re) := by
  have hs : 0 ≤ (bracket S d d).re := by
    by_cases h : d = 0
    · simp [h, bracket]
    · exact (hpos d h).le
  have hden : 1 + t ^ 2 * (bracket S d d).re ≠ 0 := by positivity
  have h1 : (bracket H v v).re = e := by simp [bracket_of_pencil hv, hn]
  have h2 : (bracket H d v).re = 0 := by simp [bracket_of_pencil hv, hd]
  rw [expect, bracket_line hH, bracket_line hS, h1, h2, hn, hd]
  simp only [Complex.one_re, Complex.zero_re, mul_zero, add_zero]
  rw [eq_div_iff hden, sub_mul, div_mul_cancel₀ _ hden]
  ring

/-- For Hermitian `F` and `S` and a normalized state `v`, the first-order error of `F` vanishes
for all `S`-orthogonal errors exactly when `F v = ⟨v, F v⟩ S v`. -/
theorem first_order_error_vanishes_iff {F S : Matrix n n ℂ} (hF : F.IsHermitian)
    (hS : S.IsHermitian) {v : n → ℂ} (hn : bracket S v v = 1) :
    (∀ d : n → ℂ, bracket S d v = 0 →
      HasDerivAt (fun t : ℝ => expect F S (v + (t : ℂ) • d)) 0 0) ↔
    F *ᵥ v = bracket F v v • (S *ᵥ v) := by
  constructor
  · intro h
    -- the residual `w` and its `S`-orthogonal part `d`
    obtain ⟨w, hwdef⟩ : ∃ w, w = F *ᵥ v - bracket F v v • (S *ᵥ v) := ⟨_, rfl⟩
    obtain ⟨d, hddef⟩ : ∃ d, d = w - bracket S v w • v := ⟨_, rfl⟩
    have hw (x : n → ℂ) :
        star x ⬝ᵥ w = bracket F x v - bracket F v v * bracket S x v := by
      rw [hwdef, dotProduct_sub, dotProduct_smul, smul_eq_mul]
      rfl
    have hx (y : n → ℂ) :
        star d ⬝ᵥ y = star w ⬝ᵥ y - star (bracket S v w) * (star v ⬝ᵥ y) := by
      rw [hddef, star_sub, star_smul, sub_dotProduct, smul_dotProduct, smul_eq_mul]
    have hd : bracket S d v = 0 := by
      have h1 : bracket S d v =
          bracket S w v - star (bracket S v w) * bracket S v v := hx _
      rw [h1, bracket_conj hS, hn]
      ring
    have h0 := (h d hd).unique (expect_hasDerivAt hF hS hn hd)
    have h1 := hw d
    have h2 := hx w
    have h3 : star v ⬝ᵥ w = 0 := by
      rw [hw v, hn]
      ring
    rw [hd] at h1
    rw [h3] at h2
    -- the slope along `d` is twice the squared length of the residual
    have h4 : star w ⬝ᵥ w = bracket F d v := by linear_combination h1 - h2
    have h5 : (star w ⬝ᵥ w).re = ∑ i, Complex.normSq (w i) := by
      simp [dotProduct, Complex.normSq_apply]
    have h6 : ∑ i, Complex.normSq (w i) = 0 := by
      rw [← h5, h4]
      linarith
    have h7 : w = 0 := by
      funext i
      exact Complex.normSq_eq_zero.mp ((Finset.sum_eq_zero_iff_of_nonneg
        (fun j _ => Complex.normSq_nonneg (w j))).mp h6 i (Finset.mem_univ i))
    exact sub_eq_zero.mp (hwdef.symm.trans h7)
  · intro h d hd
    exact (expect_hasDerivAt hF hS hn hd).congr_deriv (by rw [bracket_of_pencil h, hd]; simp)

/-- Let `H`, `S`, `H'`, `S'` be Hermitian, `H v = e S v` with `⟨v, S v⟩ = 1`, and
`⟨d, S v⟩ = 0`. The ultrasoft force along `v + t d` has slope
`-2 (Re⟨d, H' v⟩ - e Re⟨d, S' v⟩)` at `t = 0`. -/
theorem ultrasoftForce_hasDerivAt {H S dH dS : Matrix n n ℂ} (hH : H.IsHermitian)
    (hS : S.IsHermitian) (hdH : dH.IsHermitian) (hdS : dS.IsHermitian) {v d : n → ℂ} {e : ℝ}
    (hv : H *ᵥ v = (e : ℂ) • (S *ᵥ v)) (hn : bracket S v v = 1) (hd : bracket S d v = 0) :
    HasDerivAt (fun t : ℝ => ultrasoftForce H S dH dS (v + (t : ℂ) • d))
      (-2 * ((bracket dH d v).re - e * (bracket dS d v).re)) 0 := by
  obtain ⟨hE, h1⟩ := energy_stationary_force_first_order hH hdH hS hv hn hd
  have h2 := expect_hasDerivAt hdS hS hn hd
  have he : expect H S (v + ((0 : ℝ) : ℂ) • d) = e := by
    simp [expect, bracket_of_pencil hv, hn]
  -- the energy factor is stationary, so only the two force terms respond
  refine (h1.fun_sub (hE.fun_mul h2)).fun_neg.congr_deriv ?_
  rw [he]
  ring

/-- A two-level instance: `H = !![3, 1; 1, 1]`, `S = !![2, 1; 1, 1]`, `F = !![0, 1; 1, 0]`,
`v = ![1, -1]`, `d = ![0, 1]` and `e = 2` meet the hypotheses of
`energy_stationary_force_first_order` and `energy_error`, and `⟨d, F v⟩ = 1`. -/
theorem two_level_witness :
    (!![3, 1; 1, 1] : Matrix (Fin 2) (Fin 2) ℂ).IsHermitian ∧
    (!![2, 1; 1, 1] : Matrix (Fin 2) (Fin 2) ℂ).IsHermitian ∧
    (!![0, 1; 1, 0] : Matrix (Fin 2) (Fin 2) ℂ).IsHermitian ∧
    (∀ x : Fin 2 → ℂ, x ≠ 0 → 0 < (bracket !![2, 1; 1, 1] x x).re) ∧
    (!![3, 1; 1, 1] : Matrix (Fin 2) (Fin 2) ℂ) *ᵥ ![1, -1] =
      ((2 : ℝ) : ℂ) • ((!![2, 1; 1, 1] : Matrix (Fin 2) (Fin 2) ℂ) *ᵥ ![1, -1]) ∧
    bracket !![2, 1; 1, 1] ![1, -1] ![1, -1] = 1 ∧
    bracket !![2, 1; 1, 1] ![0, 1] ![1, -1] = 0 ∧
    bracket !![0, 1; 1, 0] ![0, 1] ![1, -1] = 1 := by
  refine ⟨?_, ?_, ?_, ?_, ?_, ?_, ?_, ?_⟩
  · ext i j
    fin_cases i <;> fin_cases j <;> simp
  · ext i j
    fin_cases i <;> fin_cases j <;> simp
  · ext i j
    fin_cases i <;> fin_cases j <;> simp
  · intro x hx
    -- the overlap form is a sum of two squares
    have key : (bracket !![2, 1; 1, 1] x x).re =
        Complex.normSq (x 0) + Complex.normSq (x 0 + x 1) := by
      simp [bracket, Matrix.mulVec, dotProduct, Fin.sum_univ_two, Complex.normSq_apply]
      ring
    rw [key]
    by_cases h0 : x 0 = 0
    · have h1 : x 1 ≠ 0 := by
        intro h1
        apply hx
        funext i
        fin_cases i
        · exact h0
        · exact h1
      rw [h0, zero_add, map_zero, zero_add]
      exact Complex.normSq_pos.mpr h1
    · exact add_pos_of_pos_of_nonneg (Complex.normSq_pos.mpr h0) (Complex.normSq_nonneg _)
  · ext i
    fin_cases i <;> simp [Matrix.mulVec, dotProduct, Fin.sum_univ_two]
    norm_num
  · norm_num [bracket, Matrix.mulVec, dotProduct, Fin.sum_univ_two]
  · norm_num [bracket, Matrix.mulVec, dotProduct, Fin.sum_univ_two]
  · norm_num [bracket, Matrix.mulVec, dotProduct, Fin.sum_univ_two]

end

end UltrasoftForceError
```

```lean
#print axioms UltrasoftForceError.energy_stationary_force_first_order
#print axioms UltrasoftForceError.energy_error
#print axioms UltrasoftForceError.first_order_error_vanishes_iff
#print axioms UltrasoftForceError.ultrasoftForce_hasDerivAt
```

```
'UltrasoftForceError.energy_stationary_force_first_order' depends on axioms: [propext, Classical.choice, Quot.sound]
'UltrasoftForceError.energy_error' depends on axioms: [propext, Classical.choice, Quot.sound]
'UltrasoftForceError.first_order_error_vanishes_iff' depends on axioms: [propext, Classical.choice, Quot.sound]
'UltrasoftForceError.ultrasoftForce_hasDerivAt' depends on axioms: [propext, Classical.choice, Quot.sound]
```

## Fixed matrices and a single band

The index type `n` is finite, as for plane-wave coefficients below a cutoff. States are functions `n → ℂ` and operators are complex matrices. `bracket A x y` is \(\langle x,Ay\rangle\), conjugate-linear in the first state, and `expect A S x` is \(\langle A\rangle_x\). The hypotheses `hv`, `hn` and `hd` are the eigenvalue equation, the normalization and the \(S\)-orthogonality. `HasDerivAt f a 0` says that `f` is differentiable at zero with derivative `a`. The names `dH` and `dS` stand for \(H'\) and \(S'\) and are unrelated to the error vector `d`.

The slope theorems need \(S\) only to be Hermitian, since the normalization already fixes the denominator at \(t=0\). Positive definiteness enters as `hpos` in the finite-\(t\) energy formula.

The matrices `F`, `dH` and `dS` are arbitrary Hermitian matrices. Nothing in the theorems makes `dH` and `dS` derivatives of `H` and `S`, or derives the force expression from a total energy. The slope \(2\,\mathrm{Re}\langle d,Fv\rangle\) can also be zero for a particular \(d\), for instance by symmetry, and the error of \(\langle F\rangle\) along that direction then has no linear term.

Self-consistency is also left out. In a density functional calculation \(H\) depends on the density of all occupied bands, so an error in the states also changes the operator, whereas here \(H\) stays fixed while one state varies. For electronic structure codes, the result therefore describes the error left by the eigensolver in one band at a frozen potential.
